# For power-law lattice and impurity scattering, the Matthiessen mobility peaks at $T^*=(qaN/pb)^{1/(p+q)}$, with height proportional to $N^{-p/(p+q)}$

## Does the mobility peak where the two partial curves cross?

Let $\mu_L=aT^{-p}$ be the mobility of a semiconductor limited by lattice scattering alone, and $\mu_I=bT^q/N$ the one limited by impurities of density $N$. Here $p$ and $q$ are exponents, not a hole density and a charge, and $a,b,N,p,q,T>0$. Matthiessen's rule gives $1/\mu=1/\mu_L+1/\mu_I$.

I usually read the temperature of maximum mobility off the crossing $\mu_L=\mu_I$. Is that right when $p\neq q$? And how does the peak height fall with doping?

## The crossing marks the peak only for equal exponents

The constants $a$ and $b$ set the sizes of the two partial mobilities, so a larger value means weaker scattering: $a$ is the lattice mobility at $T=1$ in the chosen unit, and $b/N$ the impurity mobility there. Inserting the power laws gives

$$\frac1\mu=\frac{T^p}{a}+\frac{N}{bT^q}.$$

Differentiate and factor:

$$\frac{d}{dT}\frac1\mu=\frac{p}{a}T^{p-1}-\frac{qN}{b}T^{-q-1}
=\frac pa\,T^{-q-1}\left(T^{p+q}-\frac{qaN}{pb}\right).$$

The bracket vanishes at $T^*=(qaN/pb)^{1/(p+q)}$, is negative below it and positive above. Since $\mu>0$, the mobility strictly rises up to $T^*$ and strictly falls afterwards. The curves cross at $T^{p+q}=aN/b$, which agrees with the peak only if $p=q$.

At the peak, $T^{*p}\,T^{*q}=qaN/(pb)$ rearranges to $p/\mu_L=q/\mu_I$. Hence $1/\mu=(1+p/q)/\mu_L$, and

$$\mu(T^*)=\frac{q}{p+q}\,aT^{*-p}
=\frac{qa}{p+q}\left(\frac{qa}{pb}\right)^{-p/(p+q)}N^{-p/(p+q)}.$$

For $p=q=3/2$, the textbook exponents for acoustic phonons and ionised impurities in a non-degenerate bulk semiconductor, with the slowly varying logarithm in the impurity mobility left out, $T^*=(aN/b)^{1/3}$ and $\mu(T^*)=\tfrac a2(aN/b)^{-1/2}=\tfrac12\sqrt{ab/N}$.

Take these exponents with $a=b=1$ and $N=64$. Then $T^*=4$, both partial mobilities are $1/8$, and $\mu=1/16$. At $T=1$ and at $T=16$ one finds $1/\mu=65$, so the mobility is lower on both sides. For $N=1$ the peak is at $T^*=1$ with $\mu=1/2$: 64 times the impurities lower the peak by a factor of 8.

## What the Lean statements say

All quantities are real numbers in fixed units. `latticeMobility`, `impurityMobility` and `mobility` are $\mu_L$, $\mu_I$ and $\mu$; `peakTemperature` is $T^*$. In `mobility_rises_then_falls`, `Ioc 0 (peakTemperature a b N p q)` is $(0,T^*]$ and `Ici` gives $[T^*,\infty)$. `mobility_lt_peak` says that every other positive temperature has a strictly smaller mobility.

The power laws and Matthiessen's rule enter as definitions. The step left to physics is identifying a sample's mobility with `mobility`: energy-dependent scattering times make the reciprocal sum approximate, and carrier freeze-out can change the ionised density with temperature. In simulation practice, the formulas give the peak of a fitted mobility model directly if it combines just these two power laws by Matthiessen's rule, with constant $N$.

```lean
import Mathlib

open Set

namespace MatthiessenMobilityPeak

noncomputable section

variable {a b N p q T : ℝ}

/-- Mobility `a T^(-p)` limited by lattice scattering alone, for temperatures `T > 0`. -/
def latticeMobility (a p T : ℝ) : ℝ := a * T ^ (-p)

/-- Mobility `b T^q / N` limited by impurities of density `N ≠ 0` alone, for `T > 0`. -/
def impurityMobility (b q N T : ℝ) : ℝ := b * T ^ q / N

/-- Matthiessen's rule: the reciprocals of the two partial mobilities add up to the reciprocal
of the total mobility. The domain is `a, b, N, T > 0`. -/
def mobility (a b N p q T : ℝ) : ℝ :=
  (1 / latticeMobility a p T + 1 / impurityMobility b q N T)⁻¹

/-- The temperature `(q a N / (p b))^(1/(p+q))`, for `a, b, N, p, q > 0`. -/
def peakTemperature (a b N p q : ℝ) : ℝ := (q * a * N / (p * b)) ^ (1 / (p + q))

/-- At `T > 0` the reciprocal mobility is `T^p / a + N / (b T^q)`. -/
theorem one_div_mobility (hT : 0 < T) :
    1 / mobility a b N p q T = T ^ p / a + N / (b * T ^ q) := by
  unfold mobility latticeMobility impurityMobility
  rw [Real.rpow_neg hT.le]
  simp only [div_eq_mul_inv, mul_inv, inv_inv]
  ring

/-- The mobility is positive for positive `a`, `b`, `N` and `T`. -/
theorem mobility_pos (ha : 0 < a) (hb : 0 < b) (hN : 0 < N) (hT : 0 < T) :
    0 < mobility a b N p q T := by
  unfold mobility latticeMobility impurityMobility
  positivity

/-- For positive parameters the peak temperature `T*` is positive and satisfies
`T*^(p+q) = q a N / (p b)`. -/
theorem peakTemperature_spec (ha : 0 < a) (hb : 0 < b) (hN : 0 < N) (hp : 0 < p) (hq : 0 < q) :
    0 < peakTemperature a b N p q ∧
      peakTemperature a b N p q ^ (p + q) = q * a * N / (p * b) := by
  have hpq : p + q ≠ 0 := by positivity
  unfold peakTemperature
  refine ⟨by positivity, ?_⟩
  rw [← Real.rpow_mul (by positivity), one_div_mul_cancel hpq, Real.rpow_one]

/-- For positive parameters and `T > 0`, the temperature derivative of the reciprocal mobility is
`(p/a) T^(-q-1) (T^(p+q) - T*^(p+q))`, with `T*` the peak temperature. -/
theorem hasDerivAt_one_div_mobility (ha : 0 < a) (hb : 0 < b) (hN : 0 < N) (hp : 0 < p)
    (hq : 0 < q) (hT : 0 < T) :
    HasDerivAt (fun t => 1 / mobility a b N p q t)
      (p / a * T ^ (-q - 1) * (T ^ (p + q) - peakTemperature a b N p q ^ (p + q))) T := by
  have h1 := (Real.hasDerivAt_rpow_const (x := T) (p := p) (Or.inl hT.ne')).div_const a
  have h2 := (Real.hasDerivAt_rpow_const (x := T) (p := -q) (Or.inl hT.ne')).const_mul (N / b)
  -- differentiate the two power laws and factor out the common power of `T`
  have h3 : HasDerivAt (fun t : ℝ => t ^ p / a + N / b * t ^ (-q))
      (p / a * T ^ (-q - 1) * (T ^ (p + q) - peakTemperature a b N p q ^ (p + q))) T := by
    refine (h1.fun_add h2).congr_deriv ?_
    rw [(peakTemperature_spec ha hb hN hp hq).2]
    have e : T ^ (p - 1) = T ^ (-q - 1) * T ^ (p + q) := by
      rw [← Real.rpow_add hT]
      congr 1
      ring
    have c : p / a * (q * a * N / (p * b)) = N / b * q := by field_simp
    rw [e]
    linear_combination T ^ (-q - 1) * c
  -- near `T > 0` the reciprocal mobility is this sum of power laws
  refine h3.congr_of_eventuallyEq ?_
  filter_upwards [Ioi_mem_nhds hT] with t ht
  have ht' : 0 < t := ht
  rw [one_div_mobility ht', Real.rpow_neg ht'.le]
  ring

/-- For positive parameters and on `T > 0`, the mobility strictly increases up to the peak
temperature and strictly decreases from there on. -/
theorem mobility_rises_then_falls (ha : 0 < a) (hb : 0 < b) (hN : 0 < N) (hp : 0 < p)
    (hq : 0 < q) :
    StrictMonoOn (mobility a b N p q) (Ioc 0 (peakTemperature a b N p q)) ∧
      StrictAntiOn (mobility a b N p q) (Ici (peakTemperature a b N p q)) := by
  have hs := (peakTemperature_spec ha hb hN hp hq).1
  have hpq : 0 < p + q := by positivity
  constructor
  · -- below the peak the reciprocal mobility has negative slope
    have h : StrictAntiOn (fun t => 1 / mobility a b N p q t)
        (Ioc 0 (peakTemperature a b N p q)) := by
      refine strictAntiOn_of_deriv_neg (convex_Ioc _ _) (fun t ht =>
        (hasDerivAt_one_div_mobility ha hb hN hp hq ht.1).continuousAt.continuousWithinAt) ?_
      intro t ht
      rw [interior_Ioc] at ht
      have ht0 : 0 < t := ht.1
      rw [(hasDerivAt_one_div_mobility ha hb hN hp hq ht0).deriv]
      exact mul_neg_of_pos_of_neg (by positivity)
        (sub_neg.2 (Real.rpow_lt_rpow ht0.le ht.2 hpq))
    intro x hx y hy hxy
    exact lt_of_one_div_lt_one_div (mobility_pos ha hb hN hy.1) (h hx hy hxy)
  · -- above the peak the slope is positive
    have h : StrictMonoOn (fun t => 1 / mobility a b N p q t)
        (Ici (peakTemperature a b N p q)) := by
      refine strictMonoOn_of_deriv_pos (convex_Ici _) (fun t ht =>
        (hasDerivAt_one_div_mobility ha hb hN hp hq
          (lt_of_lt_of_le hs ht)).continuousAt.continuousWithinAt) ?_
      intro t ht
      rw [interior_Ici] at ht
      have ht0 : 0 < t := lt_trans hs ht
      rw [(hasDerivAt_one_div_mobility ha hb hN hp hq ht0).deriv]
      exact mul_pos (by positivity) (sub_pos.2 (Real.rpow_lt_rpow hs.le ht hpq))
    intro x hx y hy hxy
    exact lt_of_one_div_lt_one_div (mobility_pos ha hb hN (lt_of_lt_of_le hs hx)) (h hx hy hxy)

/-- For positive parameters, the mobility at any other temperature `T > 0` is strictly below
its value at the peak temperature. -/
theorem mobility_lt_peak (ha : 0 < a) (hb : 0 < b) (hN : 0 < N) (hp : 0 < p) (hq : 0 < q)
    (hT : 0 < T) (hne : T ≠ peakTemperature a b N p q) :
    mobility a b N p q T < mobility a b N p q (peakTemperature a b N p q) := by
  have hs := (peakTemperature_spec ha hb hN hp hq).1
  obtain ⟨hup, hdown⟩ := mobility_rises_then_falls ha hb hN hp hq
  rcases lt_or_gt_of_ne hne with h | h
  · exact hup ⟨hT, h.le⟩ ⟨hs, le_rfl⟩ h
  · exact hdown (mem_Ici.2 le_rfl) (mem_Ici.2 h.le) h

/-- For positive parameters, the reciprocal partial mobilities at the peak temperature, weighted
by their exponents `p` (lattice) and `q` (impurities), are equal. -/
theorem peak_balance (ha : 0 < a) (hb : 0 < b) (hN : 0 < N) (hp : 0 < p) (hq : 0 < q) :
    p / latticeMobility a p (peakTemperature a b N p q) =
      q / impurityMobility b q N (peakTemperature a b N p q) := by
  obtain ⟨hs, h⟩ := peakTemperature_spec ha hb hN hp hq
  rw [Real.rpow_add hs, eq_div_iff (by positivity)] at h
  have hx := Real.rpow_pos_of_pos hs p
  have hy := Real.rpow_pos_of_pos hs q
  unfold latticeMobility impurityMobility
  rw [Real.rpow_neg hs.le]
  generalize peakTemperature a b N p q ^ p = x at h hx ⊢
  generalize peakTemperature a b N p q ^ q = y at h hy ⊢
  field_simp
  linear_combination h

/-- For positive parameters, the peak mobility is the fraction `q/(p+q)` of the lattice mobility
at the peak temperature. -/
theorem peak_mobility (ha : 0 < a) (hb : 0 < b) (hN : 0 < N) (hp : 0 < p) (hq : 0 < q) :
    mobility a b N p q (peakTemperature a b N p q) =
      q / (p + q) * latticeMobility a p (peakTemperature a b N p q) := by
  have hs := (peakTemperature_spec ha hb hN hp hq).1
  have h := peak_balance ha hb hN hp hq
  have hL : 0 < latticeMobility a p (peakTemperature a b N p q) := by
    unfold latticeMobility
    positivity
  unfold mobility
  generalize latticeMobility a p (peakTemperature a b N p q) = L at h hL ⊢
  generalize impurityMobility b q N (peakTemperature a b N p q) = M at h ⊢
  -- the balance expresses the impurity term through the lattice term
  have hM : 1 / M = p / L / q := by
    rw [h, div_right_comm, div_self hq.ne']
  have hsum : 1 / L + 1 / M = (p + q) / (q * L) := by
    rw [hM]
    field_simp
    ring
  rw [hsum, inv_div]
  ring

/-- For positive parameters, the peak mobility is `N^(-p/(p+q))` times a factor that does not
depend on the impurity density `N`. -/
theorem peak_mobility_scaling (ha : 0 < a) (hb : 0 < b) (hN : 0 < N) (hp : 0 < p) (hq : 0 < q) :
    mobility a b N p q (peakTemperature a b N p q) =
      q * a / (p + q) * (q * a / (p * b)) ^ (-p / (p + q)) * N ^ (-p / (p + q)) := by
  rw [peak_mobility ha hb hN hp hq]
  unfold latticeMobility peakTemperature
  rw [← Real.rpow_mul (by positivity), show q * a * N / (p * b) = q * a / (p * b) * N by ring,
    show 1 / (p + q) * -p = -p / (p + q) by ring,
    Real.mul_rpow (by positivity) (by positivity)]
  ring

/-- For `p = q = 3/2` and positive `a`, `b`, `N`, the peak lies at `T* = (a N / b)^(1/3)` and the
mobility there is `√(a b / N) / 2`. -/
theorem peak_three_halves (ha : 0 < a) (hb : 0 < b) (hN : 0 < N) :
    peakTemperature a b N (3 / 2) (3 / 2) = (a * N / b) ^ (1 / 3 : ℝ) ∧
      mobility a b N (3 / 2) (3 / 2) (peakTemperature a b N (3 / 2) (3 / 2)) =
        √(a * b / N) / 2 := by
  have hT : peakTemperature a b N (3 / 2) (3 / 2) = (a * N / b) ^ (1 / 3 : ℝ) := by
    unfold peakTemperature
    rw [mul_assoc, mul_div_mul_left _ _ (show (3 / 2 : ℝ) ≠ 0 by norm_num),
      show (1 : ℝ) / (3 / 2 + 3 / 2) = 1 / 3 by norm_num]
  refine ⟨hT, ?_⟩
  have hroot : √(a * b / N) = a * (√(a * N / b))⁻¹ := by
    rw [show a * b / N = a ^ 2 / (a * N / b) by field_simp, Real.sqrt_div (by positivity),
      Real.sqrt_sq ha.le, div_eq_mul_inv]
  rw [peak_mobility ha hb hN (by norm_num) (by norm_num), hT, hroot]
  unfold latticeMobility
  rw [← Real.rpow_mul (by positivity), show (1 / 3 : ℝ) * -(3 / 2) = -(1 / 2) by norm_num,
    Real.rpow_neg (by positivity), ← Real.sqrt_eq_rpow]
  ring

end

end MatthiessenMobilityPeak
```

```lean
#print axioms MatthiessenMobilityPeak.mobility_lt_peak
#print axioms MatthiessenMobilityPeak.peak_mobility_scaling
#print axioms MatthiessenMobilityPeak.peak_three_halves
```

```
'MatthiessenMobilityPeak.mobility_lt_peak' depends on axioms: [propext, Classical.choice, Quot.sound]
'MatthiessenMobilityPeak.peak_mobility_scaling' depends on axioms: [propext, Classical.choice, Quot.sound]
'MatthiessenMobilityPeak.peak_three_halves' depends on axioms: [propext, Classical.choice, Quot.sound]
```

## From the slope to the peak

`one_div_mobility` gives the sum of power laws, and `peakTemperature_spec` the value of $T^{*\,p+q}$. In `hasDerivAt_one_div_mobility`, `h1` and `h2` differentiate the two terms, `e` splits off the common power of $T$, and `c` matches the constants. The result then passes to the reciprocal of `mobility`, which equals the sum of power laws near any $T>0$.

The decisive device is Mathlib's `strictAntiOn_of_deriv_neg`, with its partner `strictMonoOn_of_deriv_pos`. It asks for continuity on a convex set, but for a negative derivative only in the interior. The slope of $1/\mu$ is zero at $T^*$, yet $T^*$ is an endpoint, so strict monotonicity still includes it. `lt_of_one_div_lt_one_div` turns the order around for $\mu$, using `mobility_pos`. Because both intervals contain $T^*$, `mobility_lt_peak` needs only a comparison on either side.

`peak_balance` proves $p/\mu_L=q/\mu_I$ by naming the two powers $x$ and $y$ and clearing denominators. `peak_mobility` substitutes this into Matthiessen's rule, `peak_mobility_scaling` separates the power of $N$, and `peak_three_halves` rewrites the power $1/2$ as a square root.
